# Pair interactions that depend on x_j − x_k drop out of the total dipole acceleration when all particles have the same mass and charge

Take two particles of unit mass on a line, numbered 0 and 1, with ℏ = 1 and no external potential. Let them interact through the energy W = (x_0 − x_1)². Write [a, b] = ab − ba. Since [x_j, p_j] = i, while the position of one particle commutes with the momentum of the other, the interaction changes the two momenta at the rates

i[W, p_0] = −2(x_0 − x_1)

i[W, p_1] = +2(x_0 − x_1)

Each particle feels a force, but the sum is zero, so W leaves p_0 + p_1 unchanged.

The same cancellation works for N particles with

H = ∑_j p_j²/2 + ∑_j v(x_j) + ∑_{j<k} w(x_j − x_k)

where v and w are polynomials. Let X = ∑_j x_j be the total dipole, up to the charge that all particles share, and P = ∑_j p_j the total momentum. Then

i[H, X] = P

i[H, P] = −∑_j v'(x_j)

and therefore i[H, i[H, X]] = −∑_j v'(x_j). The interaction w does not appear.

## Computing the acceleration from the density

High-harmonic spectra are often computed from the dipole acceleration. By the second identity, its expectation value needs only the particle density n(x):

⟨i[H, P]⟩ = −∫ n(x) v'(x) dx

Here v includes the coupling to the laser field. If that coupling is written separately as E X, the term −N E derived below must be added. A code can evaluate the resulting expression at each time step instead of differentiating the dipole twice numerically, or do both and compare the results. The theorems below support this for interacting particles in one dimension with polynomial potentials.

## Derivation from the canonical commutators

The assumptions are that all positions commute with each other, all momenta commute with each other, and [x_j, p_k] = i δ_jk.

**Polynomials of an operator.** Suppose [a, b] = z, where z is a number. Then [aⁿ⁺¹, b] = z(n + 1)aⁿ. This is the assumption for n = 0, and the induction step is

[aⁿ⁺², b] = aⁿ⁺¹[a, b] + [aⁿ⁺¹, b]a = z aⁿ⁺¹ + z(n + 1)aⁿ⁺¹ = z(n + 2)aⁿ⁺¹

Constants commute with b, so linearity gives, for every polynomial f,

[f(a), b] = z f'(a)

**Velocity.** Each x_j commutes with X, and so does x_j − x_k. By the polynomial rule with z = 0, v(x_j) and w(x_j − x_k) commute with X as well. Only the kinetic energy remains. From [X, p_j] = ∑_k [x_k, p_j] = i,

[p_j², X] = −(p_j[X, p_j] + [X, p_j]p_j) = −2i p_j

i[p_j²/2, X] = i · (1/2) · (−2i) p_j = p_j

Summing over j gives P.

**Acceleration.** The kinetic energy commutes with P. Each position satisfies [x_j, P] = ∑_k [x_j, p_k] = i, so the polynomial rule with z = i gives

i[v(x_j), P] = i · i · v'(x_j) = −v'(x_j)

For a pair,

[x_j − x_k, P] = i − i = 0

and hence [w(x_j − x_k), P] = 0. Summing all terms gives −∑_j v'(x_j).

**Individual forces.** For j ≠ k, [x_j − x_k, p_j] = i and [x_j − x_k, p_k] = −i. The polynomial rule turns these into the opposite forces −w'(x_j − x_k) and +w'(x_j − x_k).

**Uniform field.** Add E X to H, with E a number; this is the coupling of particles of charge −1 to a field E. The new term commutes with X, so the velocity is still P. Since i[E x_j, P] = −E, the acceleration becomes

−∑_j v'(x_j) − N E

## The Lean file

```lean
import Mathlib

open Polynomial

namespace DipoleAcceleration

noncomputable section

variable {A : Type*} [Ring A] [Algebra ℂ A] {N : ℕ}

/-- Positions `x j` and momenta `p j` of `N` particles on a line obey the canonical commutation
relations, in units with `ℏ = 1`. -/
structure CanonicalPairs (x p : Fin N → A) : Prop where
  xx : ∀ j k, Commute (x j) (x k)
  pp : ∀ j k, Commute (p j) (p k)
  xp : ∀ j k, x j * p k - p k * x j = (if j = k then Complex.I else 0 : ℂ) • (1 : A)

/-- The Heisenberg rate of change `i[H, a]` of an observable `a` under the Hamiltonian `H`. -/
def heisenbergRate (H a : A) : A := Complex.I • (H * a - a * H)

/-- Kinetic energy, external potential `v` and pair interaction `w` of `N` particles of
unit mass. -/
def hamiltonian (v w : ℂ[X]) (x p : Fin N → A) : A :=
  (∑ j, (1 / 2 : ℂ) • p j ^ 2) + (∑ j, aeval (x j) v)
    + ∑ j, ∑ k ∈ Finset.Ioi j, aeval (x j - x k) w

/-- The rate of change is additive in the Hamiltonian. -/
theorem heisenbergRate_add (H K a : A) :
    heisenbergRate (H + K) a = heisenbergRate H a + heisenbergRate K a := by
  unfold heisenbergRate
  rw [← smul_add]
  congr 1
  noncomm_ring

/-- The rate of change under a sum of energy terms is the sum of the rates. -/
theorem heisenbergRate_sum {ι : Type*} (s : Finset ι) (F : ι → A) (a : A) :
    heisenbergRate (∑ i ∈ s, F i) a = ∑ i ∈ s, heisenbergRate (F i) a := by
  simp only [heisenbergRate, Finset.sum_mul, Finset.mul_sum, Finset.smul_sum,
    Finset.sum_sub_distrib, smul_sub]

/-- If `[a, b]` is the number `z`, a potential energy `f(a)` changes `b` at the rate
`i z f'(a)`. -/
theorem heisenbergRate_aeval {a b : A} {z : ℂ} (h : a * b - b * a = z • (1 : A)) (f : ℂ[X]) :
    heisenbergRate (aeval a f) b = (Complex.I * z) • aeval a (derivative f) := by
  -- the commutator with a power of `a`
  have hpow : ∀ n : ℕ, a ^ (n + 1) * b - b * a ^ (n + 1) = (z * ((n : ℂ) + 1)) • a ^ n := by
    intro n
    induction n with
    | zero => simpa using h
    | succ n ih =>
      calc a ^ (n + 1 + 1) * b - b * a ^ (n + 1 + 1)
          = a ^ (n + 1) * (a * b - b * a) + (a ^ (n + 1) * b - b * a ^ (n + 1)) * a := by
            rw [pow_succ a (n + 1), mul_sub, sub_mul]
            simp only [mul_assoc]
            abel
        _ = (z * (((n + 1 : ℕ) : ℂ) + 1)) • a ^ (n + 1) := by
            rw [h, ih, mul_smul_comm, mul_one, smul_mul_assoc, ← pow_succ, ← add_smul]
            congr 1
            push_cast
            ring
  -- extend to polynomials by linearity
  have hf : aeval a f * b - b * aeval a f = z • aeval a (derivative f) := by
    induction f using Polynomial.induction_on' with
    | add f g hf hg =>
      simp only [map_add, add_mul, mul_add, smul_add]
      rw [← hf, ← hg]
      abel
    | monomial n c =>
      simp only [derivative_monomial, aeval_monomial, ← Algebra.smul_def]
      cases n with
      | zero => simp
      | succ n =>
        rw [smul_mul_assoc, mul_smul_comm, ← smul_sub, hpow n, smul_smul, smul_smul,
          Nat.add_sub_cancel]
        congr 1
        push_cast
        ring
  rw [heisenbergRate, hf, smul_smul]

/-- If the commutators of `a` and `c` with `b` are the same number `z`, the difference `a - c`
commutes with `b`. -/
theorem relative_commutator {a c b : A} {z : ℂ} (ha : a * b - b * a = z • (1 : A))
    (hc : c * b - b * c = z • (1 : A)) :
    (a - c) * b - b * (a - c) = (0 : ℂ) • (1 : A) := by
  calc (a - c) * b - b * (a - c) = (a * b - b * a) - (c * b - b * c) := by noncomm_ring
    _ = (0 : ℂ) • (1 : A) := by rw [ha, hc, sub_self, zero_smul]

/-- The two particles of a pair feel opposite interaction forces, `-w'` and `+w'`. -/
theorem pair_forces {x p : Fin N → A} (h : CanonicalPairs x p) (w : ℂ[X]) {j k : Fin N}
    (hjk : j ≠ k) :
    heisenbergRate (aeval (x j - x k) w) (p j) = -aeval (x j - x k) (derivative w) ∧
    heisenbergRate (aeval (x j - x k) w) (p k) = aeval (x j - x k) (derivative w) := by
  have e : ∀ l, (x j - x k) * p l - p l * (x j - x k)
      = (x j * p l - p l * x j) - (x k * p l - p l * x k) := fun l => by noncomm_ring
  have h1 : (x j - x k) * p j - p j * (x j - x k) = Complex.I • (1 : A) := by
    rw [e, h.xp, h.xp, if_pos rfl, if_neg hjk.symm, zero_smul, sub_zero]
  have h2 : (x j - x k) * p k - p k * (x j - x k) = (-Complex.I) • (1 : A) := by
    rw [e, h.xp, h.xp, if_neg hjk, if_pos rfl, zero_smul, zero_sub, neg_smul]
  constructor
  · rw [heisenbergRate_aeval h1, Complex.I_mul_I, neg_smul, one_smul]
  · rw [heisenbergRate_aeval h2, mul_neg, Complex.I_mul_I, neg_neg, one_smul]

/-- The total dipole moves with the total momentum: `i[H, X] = P`. -/
theorem dipole_velocity {x p : Fin N → A} (h : CanonicalPairs x p) (v w : ℂ[X]) :
    heisenbergRate (hamiltonian v w x p) (∑ j, x j) = ∑ j, p j := by
  have hx : ∀ j, x j * (∑ k, x k) - (∑ k, x k) * x j = (0 : ℂ) • (1 : A) := by
    intro j
    have hc : Commute (x j) (∑ k, x k) := Commute.sum_right _ _ _ fun k _ => h.xx j k
    rw [hc.eq, sub_self, zero_smul]
  have hp : ∀ j, (∑ k, x k) * p j - p j * (∑ k, x k) = Complex.I • (1 : A) := by
    intro j
    rw [Finset.mul_sum, Finset.sum_mul, ← Finset.sum_sub_distrib]
    simp only [h.xp, ite_smul, zero_smul, Finset.sum_ite_eq', Finset.mem_univ, if_true]
  -- only the kinetic energy moves the dipole
  have hT : ∀ j, heisenbergRate ((1 / 2 : ℂ) • p j ^ 2) (∑ k, x k) = p j := by
    intro j
    have h2 : p j ^ 2 * (∑ k, x k) - (∑ k, x k) * p j ^ 2 = (-2 * Complex.I) • p j := by
      calc p j ^ 2 * (∑ k, x k) - (∑ k, x k) * p j ^ 2
          = -(p j * ((∑ k, x k) * p j - p j * (∑ k, x k))
              + ((∑ k, x k) * p j - p j * (∑ k, x k)) * p j) := by
            generalize (∑ k, x k) = q
            noncomm_ring
        _ = (-2 * Complex.I) • p j := by
            rw [hp, mul_smul_comm, smul_mul_assoc, mul_one, one_mul]
            module
    have hI : Complex.I * (1 / 2) * (-2 * Complex.I) = 1 := by
      linear_combination -Complex.I_mul_I
    rw [heisenbergRate, smul_mul_assoc, mul_smul_comm, ← smul_sub, h2, smul_smul, smul_smul,
      hI, one_smul]
  have hV : ∀ j, heisenbergRate (aeval (x j) v) (∑ k, x k) = 0 := fun j => by
    rw [heisenbergRate_aeval (hx j), mul_zero, zero_smul]
  have hW : ∀ j k, heisenbergRate (aeval (x j - x k) w) (∑ l, x l) = 0 := fun j k => by
    rw [heisenbergRate_aeval (relative_commutator (hx j) (hx k)), mul_zero, zero_smul]
  simp only [hamiltonian, heisenbergRate_add, heisenbergRate_sum, hT, hV, hW,
    Finset.sum_const_zero, add_zero]

/-- Each position has commutator `i` with the total momentum. -/
theorem position_totalMomentum {x p : Fin N → A} (h : CanonicalPairs x p) (j : Fin N) :
    x j * (∑ k, p k) - (∑ k, p k) * x j = Complex.I • (1 : A) := by
  rw [Finset.mul_sum, Finset.sum_mul, ← Finset.sum_sub_distrib]
  simp only [h.xp, ite_smul, zero_smul, Finset.sum_ite_eq, Finset.mem_univ, if_true]

/-- The total momentum changes by the external force alone, `i[H, P] = -∑ v'(x_j)`, and this is
the dipole acceleration `i[H, i[H, X]]`. -/
theorem dipole_acceleration {x p : Fin N → A} (h : CanonicalPairs x p) (v w : ℂ[X]) :
    heisenbergRate (hamiltonian v w x p) (∑ j, p j) = -∑ j, aeval (x j) (derivative v) ∧
    heisenbergRate (hamiltonian v w x p) (heisenbergRate (hamiltonian v w x p) (∑ j, x j))
      = -∑ j, aeval (x j) (derivative v) := by
  have hx := position_totalMomentum h
  have hT : ∀ j, heisenbergRate ((1 / 2 : ℂ) • p j ^ 2) (∑ k, p k) = 0 := by
    intro j
    have hc : Commute (p j) (∑ k, p k) := Commute.sum_right _ _ _ fun k _ => h.pp j k
    rw [heisenbergRate, ((hc.pow_left 2).smul_left (1 / 2 : ℂ)).eq, sub_self, smul_zero]
  have hV : ∀ j, heisenbergRate (aeval (x j) v) (∑ k, p k) = -aeval (x j) (derivative v) :=
    fun j => by rw [heisenbergRate_aeval (hx j), Complex.I_mul_I, neg_smul, one_smul]
  -- relative coordinates commute with `P`, so the interaction drops out
  have hW : ∀ j k, heisenbergRate (aeval (x j - x k) w) (∑ l, p l) = 0 := fun j k => by
    rw [heisenbergRate_aeval (relative_commutator (hx j) (hx k)), mul_zero, zero_smul]
  have main : heisenbergRate (hamiltonian v w x p) (∑ j, p j)
      = -∑ j, aeval (x j) (derivative v) := by
    simp only [hamiltonian, heisenbergRate_add, heisenbergRate_sum, hT, hV, hW,
      Finset.sum_const_zero, add_zero, zero_add, Finset.sum_neg_distrib]
  exact ⟨main, by rw [dipole_velocity h, main]⟩

/-- With a uniform field coupled as `E X`, the dipole velocity is still `P`, and the rate of
change of `P` gains the term `-N E`. -/
theorem driven_dipole {x p : Fin N → A} (h : CanonicalPairs x p) (v w : ℂ[X]) (E : ℂ) :
    heisenbergRate (hamiltonian v w x p + E • ∑ j, x j) (∑ j, x j) = ∑ j, p j ∧
    heisenbergRate (hamiltonian v w x p + E • ∑ j, x j) (∑ j, p j)
      = -(∑ j, aeval (x j) (derivative v)) - ((N : ℂ) * E) • (1 : A) := by
  constructor
  · rw [heisenbergRate_add, dipole_velocity h, heisenbergRate, smul_mul_assoc, mul_smul_comm,
      sub_self, smul_zero, add_zero]
  · have hE : ∀ j, heisenbergRate (E • x j) (∑ k, p k) = (-E) • (1 : A) := by
      intro j
      rw [heisenbergRate, smul_mul_assoc, mul_smul_comm, ← smul_sub,
        position_totalMomentum h, smul_smul, smul_smul]
      congr 1
      linear_combination E * Complex.I_mul_I
    rw [heisenbergRate_add, (dipole_acceleration h v w).1, Finset.smul_sum, heisenbergRate_sum]
    simp only [hE]
    rw [Finset.sum_const, Finset.card_univ, Fintype.card_fin, ← Nat.cast_smul_eq_nsmul ℂ,
      smul_smul, mul_neg, neg_smul, sub_eq_add_neg]

/-- Position as multiplication by the coordinate, on polynomials in `N` variables. -/
def posOp (j : Fin N) : Module.End ℂ (MvPolynomial (Fin N) ℂ) :=
  LinearMap.mulLeft ℂ (MvPolynomial.X j)

/-- Momentum as `-i ∂/∂x_j`, on polynomials in `N` variables. -/
def momOp (j : Fin N) : Module.End ℂ (MvPolynomial (Fin N) ℂ) :=
  (-Complex.I) • (MvPolynomial.pderiv j).toLinearMap

/-- The operators `posOp j` and `momOp j` on polynomials in `N` variables obey the canonical
commutation relations. -/
theorem canonicalPairs_witness (N : ℕ) :
    CanonicalPairs (posOp (N := N)) (momOp (N := N)) := by
  refine ⟨fun j k => ?_, fun j k => ?_, fun j k => ?_⟩
  · change posOp j * posOp k = posOp k * posOp j
    refine LinearMap.ext fun f => ?_
    change MvPolynomial.X j * (MvPolynomial.X k * f) = MvPolynomial.X k * (MvPolynomial.X j * f)
    ring
  · -- partial derivatives commute, since they do so on the coordinates
    have hD : ⁅MvPolynomial.pderiv (R := ℂ) j, MvPolynomial.pderiv (R := ℂ) k⁆ = 0 := by
      refine MvPolynomial.derivation_ext fun i => ?_
      rw [Derivation.commutator_apply, MvPolynomial.pderiv_X, MvPolynomial.pderiv_X]
      simp only [Pi.single_apply]
      split_ifs <;> simp
    change momOp j * momOp k = momOp k * momOp j
    refine LinearMap.ext fun f => ?_
    have hf : MvPolynomial.pderiv j (MvPolynomial.pderiv k f)
        = MvPolynomial.pderiv k (MvPolynomial.pderiv j f) := by
      rw [← sub_eq_zero, ← Derivation.commutator_apply, hD]
      rfl
    change (-Complex.I) • MvPolynomial.pderiv j ((-Complex.I) • MvPolynomial.pderiv k f)
      = (-Complex.I) • MvPolynomial.pderiv k ((-Complex.I) • MvPolynomial.pderiv j f)
    rw [Derivation.map_smul, Derivation.map_smul, hf]
  · refine LinearMap.ext fun f => ?_
    change MvPolynomial.X j * ((-Complex.I) • MvPolynomial.pderiv k f)
      - (-Complex.I) • MvPolynomial.pderiv k (MvPolynomial.X j * f)
      = (if j = k then Complex.I else 0 : ℂ) • f
    rw [Derivation.leibniz, MvPolynomial.pderiv_X, Pi.single_apply]
    split_ifs <;> simp only [smul_eq_mul, mul_smul_comm, mul_one, mul_zero] <;> module

end

end DipoleAcceleration
```

```lean
#print axioms DipoleAcceleration.pair_forces
#print axioms DipoleAcceleration.dipole_acceleration
#print axioms DipoleAcceleration.driven_dipole
```

```
'DipoleAcceleration.pair_forces' depends on axioms: [propext, Classical.choice, Quot.sound]
'DipoleAcceleration.dipole_acceleration' depends on axioms: [propext, Classical.choice, Quot.sound]
'DipoleAcceleration.driven_dipole' depends on axioms: [propext, Classical.choice, Quot.sound]
```

## How the lemmas follow the derivation

`CanonicalPairs x p` collects the three commutation assumptions as `xx`, `pp` and `xp`. The operators live in an arbitrary complex algebra `A`, and a number z enters it as `z • (1 : A)`. `heisenbergRate H a` is i[H, a]. In `hamiltonian`, `aeval (x j) v` is v(x_j), and `Finset.Ioi j` runs over k > j, so each pair is counted once. The polynomial w need not be even.

`heisenbergRate_add` and `heisenbergRate_sum` split the Hamiltonian into its terms. `heisenbergRate_aeval` is the polynomial rule: `hpow` is the induction on powers, and `hf` extends it first to monomials and then to sums. `relative_commutator` subtracts two equal commutators, which is the cancellation i − i = 0.

In `dipole_velocity`, `hT` computes the kinetic contribution, while `hV` and `hW` show that the potential terms vanish. `dipole_acceleration` uses the same three labels for the rates of P, with `position_totalMomentum` supplying [x_j, P] = i. Its second conclusion follows by inserting the velocity law into the first. In both proofs `noncomm_ring` checks rearrangements that respect operator order, directly or through the lemmas used, and a final `simp only` adds up the terms. `pair_forces` and `driven_dipole` prove the individual forces and the uniform-field result.

`canonicalPairs_witness` provides a concrete model for every N: `posOp` multiplies a polynomial in N variables by a coordinate, and `momOp` is −i times a partial derivative. The partial derivatives commute because their commutator is itself a derivation and vanishes on every coordinate. The product rule gives the relation between positions and momenta. This is an algebraic model: for N ≥ 1 a nonzero polynomial is not square-integrable, so it is not a physical state.

## Exact operators, polynomial potentials and numerical grids

The theorems are exact operator identities for every N, including the cases N = 0 and N = 1, where there are no pairs. They need neither a Hilbert space nor self-adjointness, and the coefficients of v and w may be complex. The price of this generality is that states, expectation values and time evolution are absent. Reading i[H, a] as a time derivative, and passing to the density integral above, requires the usual quantum dynamics with a Hermitian H and suitable states.

The scope of the theorems is narrower than that of production codes:

- Coulomb and soft-Coulomb potentials are not polynomials. Nonlocal pseudopotentials do not have the form v(x_j) either.
- All particles have unit mass and the same charge, and move in one dimension. If the charge-to-mass ratios differ, as for electrons and moving nuclei, the interaction does not in general drop out of the dipole acceleration.
- H is the interacting many-body Hamiltonian. An approximate exchange-correlation potential in a Kohn–Sham calculation can exert a net force, and the theorem does not exclude this.
- Matrices of finite, nonzero size cannot satisfy [x_j, p_j] = i, because a commutator has trace zero and i times the identity does not. A grid or finite-basis code therefore works with approximate canonical relations, and the two ways of computing the acceleration may differ by a discretisation error.
- In `driven_dipole`, E is a fixed number. For a laser pulse, the commutator identity applies at each instant with the current value of E.

The commutation of the momenta matters too. On polynomials in x_0 and x_1, keep the positions as multiplication operators and set

p_0 = −i ∂/∂x_0

p_1 = −i ∂/∂x_1 + x_0

All relations between positions and momenta still hold, but [p_0, p_1] = −i. With v = w = 0 the Hamiltonian is H = (p_0² + p_1²)/2, and

i[H, p_0 + p_1] = p_0 − p_1

Applied to the constant polynomial 1, the right-hand side gives −x_0, whereas the acceleration law would give zero. The kinetic energy now changes the total momentum, much as it does for the kinetic momenta of a charged particle in a magnetic field, which do not commute either.
